# Harmonic springs along ⟨100⟩, ⟨110⟩ and ⟨111⟩ of a cubic lattice are elastically isotropic exactly when $k_1 = k_2 + \tfrac83 k_3$

A solid is often discretised as a simple cubic lattice of points joined by springs to their first, second and third neighbours. The grid has preferred axes, while the material it stands for, such as glass or a fine-grained polycrystal, may have none. A bar cut along a cube edge and a bar cut obliquely should then have the same stiffness. The question is which spring constants achieve this in the harmonic regime, and which elastic constants result.

## The tuning condition and the Lamé constants

Let $e$ be a homogeneous strain, a symmetric real $3\times3$ matrix. To first order, a bond with vector $r$ lengthens by $r^{T}e\,r/|r|$, so a spring of constant $k$ that is relaxed in the unstrained lattice stores

$$\frac{k\,(r^{T}e\,r)^2}{2\,r\cdot r}.$$

Let $W(e)$ be the sum over one bond for each of the three ⟨100⟩ lines, six ⟨110⟩ lines and four ⟨111⟩ lines, with constants $k_1,k_2,k_3$. The bond vectors have components $0,\pm1$, so the cube edge is the unit of length. Two equivalences hold.

- $W(ReR^{T})=W(e)$ for every symmetric $e$ and every proper rotation $R$ if and only if $k_1=k_2+\tfrac83k_3$.
- $W(e)=\tfrac{\lambda}{2}(\operatorname{tr}e)^2+\mu\operatorname{tr}(e^2)$ for every symmetric $e$ if and only if $k_1=k_2+\tfrac83k_3$ and $\lambda=\mu=k_2+\tfrac43k_3$.

The tuning therefore gives isotropy, but leaves no freedom to choose $\lambda$ and $\mu$ separately.

## Setting stiffnesses in a lattice-spring code

For small homogeneous strains of a harmonic central-force lattice, these formulas convert a target modulus into spring constants. If the cube edge is $a$, the energy per cell is $a^2W(e)$ and the energy density is $W(e)/a$, so the physical Lamé constants are both $(k_2+\tfrac43k_3)/a$. When this value is positive, Poisson's ratio is $1/4$ and Young's modulus is

$$E=\frac{5}{2a}\left(k_2+\tfrac43k_3\right).$$

With first and second neighbours only, $k_3=0$ and the tuned choice is $k_1=k_2=2Ea/5$. An isotropic material with another Poisson ratio needs something beyond these springs, such as angular or volumetric terms.

Two conventions change the numbers. A loop over all 26 neighbours of a site visits each line twice and must halve the energy. A code that stores $k'(\hat r^{T}e\,\hat r)^2/2$ with unit vectors $\hat r$ has $k'=k\,|r|^2$; in units of the cube edge its condition reads $k'_1=\tfrac12k'_2+\tfrac89k'_3$.

A direct check is to strain a periodic cell by $\varepsilon$ along the $x$ axis, then apply the same strain turned about $z$ by the angle with cosine $3/5$ and sine $4/5$. The energy per lattice point should change by

$$-\frac{144}{625}\left(k_1-k_2-\tfrac83k_3\right)a^2\varepsilon^2,$$

which vanishes for tuned springs. A code that uses exact bond lengths agrees only to leading order in $\varepsilon$, so the strain must be small. A quarter turn about a cube axis is useless as a test, because it merely permutes the axes and leaves the energy unchanged for any spring constants.

## From thirteen bonds to one anisotropy coefficient

Number the axes $0,1,2$ and write

$$N=e_{00}^2+e_{11}^2+e_{22}^2,\qquad P=e_{00}e_{11}+e_{11}e_{22}+e_{22}e_{00},\qquad S=e_{01}^2+e_{02}^2+e_{12}^2.$$

The ⟨100⟩ bonds contribute $\tfrac{k_1}{2}N$.

For the pair $(1,\pm1,0)$, $r\cdot r=2$ and $r^{T}e\,r=e_{00}+e_{11}\pm2e_{01}$. The cross terms cancel between the two signs:

$$\frac{k_2}{4}\sum_{\pm}(e_{00}+e_{11}\pm2e_{01})^2=\frac{k_2}{2}(e_{00}+e_{11})^2+2k_2e_{01}^2.$$

Adding the other two coordinate planes gives $k_2(N+P+2S)$.

For $(1,\sigma,\tau)$ with $\sigma,\tau=\pm1$, $r\cdot r=3$ and

$$r^{T}e\,r=\operatorname{tr}e+2(\sigma e_{01}+\tau e_{02}+\sigma\tau e_{12}).$$

Summed over the four sign choices, $\sigma$, $\tau$ and $\sigma\tau$ each vanish, and so do the products of any two different ones. What remains is

$$\frac{k_3}{6}\left(4(\operatorname{tr}e)^2+16S\right)=\frac{2k_3}{3}(N+2P)+\frac{8k_3}{3}S.$$

The total is

$$W=\tfrac12C_{11}N+C_{12}P+2C_{44}S,$$

$$C_{11}=k_1+2k_2+\tfrac43k_3,\qquad C_{12}=C_{44}=k_2+\tfrac43k_3.$$

The equality $C_{12}=C_{44}$ is the Cauchy relation, and it holds here before any tuning.

Write $C=k_2+\tfrac43k_3$. Since $(\operatorname{tr}e)^2=N+2P$ and $\operatorname{tr}(e^2)=N+2S$,

$$W=\frac C2(\operatorname{tr}e)^2+C\operatorname{tr}(e^2)+\frac A2N,\qquad A=C_{11}-3C=k_1-k_2-\tfrac83k_3.$$

Because $R^{T}R=1$, the square of $ReR^{T}$ is $Re^2R^{T}$, and the cyclic property of the trace leaves both $\operatorname{tr}e$ and $\operatorname{tr}(e^2)$ unchanged. Hence

$$W(ReR^{T})-W(e)=\frac A2\left(N(ReR^{T})-N(e)\right).$$

If $A=0$, the energy is invariant. Conversely, take $e=\operatorname{diag}(1,0,0)$ and the rotation about $z$ with cosine $3/5$ and sine $4/5$. The rotated strain has normal components $9/25$, $16/25$, $0$ and shear component $12/25$, so $N$ falls from $1$ to $337/625$. Invariance then forces $A=0$.

For the Lamé constants, compare $W$ with the Hooke form on three strains:

- Uniaxial, $e_{00}=1$: $\tfrac32C+\tfrac12A=\tfrac12\lambda+\mu$.
- Biaxial, $e_{00}=e_{11}=1$: $4C+A=2\lambda+2\mu$.
- Shear, $e_{01}=e_{10}=1$: $2C=2\mu$.

The last gives $\mu=C$. The first then gives $\lambda=C+A$ and the second $\lambda=C+\tfrac12A$, so $A=0$ and $\lambda=C$. Substituting these values back proves the converse.

## The Lean file

```lean
import Mathlib

open Matrix

namespace CubicSpringIsotropy

noncomputable section

/-- Strain tensors and rotations are real 3 by 3 matrices. -/
abbrev Mat3 := Matrix (Fin 3) (Fin 3) ℝ

/-- Harmonic energy of a bond `r` with spring constant `k` under the strain `e`. -/
def bondEnergy (k : ℝ) (e : Mat3) (r : Fin 3 → ℝ) : ℝ :=
  k * (r ⬝ᵥ (e *ᵥ r)) ^ 2 / (2 * (r ⬝ᵥ r))

/-- One bond for each of the three lines of type <100>. -/
def bonds100 : List (Fin 3 → ℝ) := [![1, 0, 0], ![0, 1, 0], ![0, 0, 1]]

/-- One bond for each of the six lines of type <110>. -/
def bonds110 : List (Fin 3 → ℝ) :=
  [![1, 1, 0], ![1, -1, 0], ![1, 0, 1], ![1, 0, -1], ![0, 1, 1], ![0, 1, -1]]

/-- One bond for each of the four lines of type <111>. -/
def bonds111 : List (Fin 3 → ℝ) :=
  [![1, 1, 1], ![1, 1, -1], ![1, -1, 1], ![1, -1, -1]]

/-- Total spring energy of the three bond families under the strain `e`. -/
def latticeEnergy (k1 k2 k3 : ℝ) (e : Mat3) : ℝ :=
  (bonds100.map (bondEnergy k1 e)).sum + (bonds110.map (bondEnergy k2 e)).sum
    + (bonds111.map (bondEnergy k3 e)).sum

/-- A proper rotation: an orthogonal matrix of determinant one. -/
def IsRotation (R : Mat3) : Prop := Rᵀ * R = 1 ∧ R.det = 1

/-- Sum of the squared normal strains along the cube axes. -/
def normalSq (e : Mat3) : ℝ := e 0 0 ^ 2 + e 1 1 ^ 2 + e 2 2 ^ 2

/-- Strain in the xy plane with normal components `a`, `b` and shear component `s`. -/
def planeStrain (a b s : ℝ) : Mat3 := !![a, s, 0; s, b, 0; 0, 0, 0]

/-- The spring energy is a cubic elastic energy with C11 = k1 + 2 k2 + (4/3) k3 and
C12 = C44 = k2 + (4/3) k3, for all spring constants. -/
theorem latticeEnergy_cubic (k1 k2 k3 : ℝ) (e : Mat3) (he : e.IsSymm) :
    latticeEnergy k1 k2 k3 e =
      (k1 + 2 * k2 + 4 / 3 * k3) / 2 * (e 0 0 ^ 2 + e 1 1 ^ 2 + e 2 2 ^ 2)
      + (k2 + 4 / 3 * k3) * (e 0 0 * e 1 1 + e 1 1 * e 2 2 + e 2 2 * e 0 0)
      + 2 * (k2 + 4 / 3 * k3) * (e 0 1 ^ 2 + e 0 2 ^ 2 + e 1 2 ^ 2) := by
  have h10 : e 1 0 = e 0 1 := he.apply 0 1
  have h20 : e 2 0 = e 0 2 := he.apply 0 2
  have h21 : e 2 1 = e 1 2 := he.apply 1 2
  -- write out all thirteen bonds
  simp [latticeEnergy, bonds100, bonds110, bonds111, bondEnergy, Matrix.mulVec,
    dotProduct, Fin.sum_univ_three, h10, h20, h21]
  ring

/-- The spring energy is an isotropic quadratic form plus a multiple of the summed squared
normal strains, with coefficient (k1 - k2 - (8/3) k3)/2. -/
theorem latticeEnergy_split (k1 k2 k3 : ℝ) (e : Mat3) (he : e.IsSymm) :
    latticeEnergy k1 k2 k3 e =
      (k2 + 4 / 3 * k3) / 2 * e.trace ^ 2 + (k2 + 4 / 3 * k3) * (e * e).trace
      + (k1 - k2 - 8 / 3 * k3) / 2 * normalSq e := by
  have h10 : e 1 0 = e 0 1 := he.apply 0 1
  have h20 : e 2 0 = e 0 2 := he.apply 0 2
  have h21 : e 2 1 = e 1 2 := he.apply 1 2
  rw [latticeEnergy_cubic k1 k2 k3 e he]
  simp only [normalSq, Matrix.trace, Matrix.diag_apply, Matrix.mul_apply,
    Fin.sum_univ_three, h10, h20, h21]
  ring

/-- Rotating a matrix leaves its trace unchanged. -/
theorem trace_rotate (R e : Mat3) (hR : IsRotation R) : (R * e * Rᵀ).trace = e.trace := by
  rw [Matrix.trace_mul_comm, ← Matrix.mul_assoc, hR.1, Matrix.one_mul]

/-- When the strain is rotated, the spring energy changes by (k1 - k2 - (8/3) k3)/2 times
the change of the summed squared normal strains. -/
theorem latticeEnergy_rotate (k1 k2 k3 : ℝ) (R e : Mat3) (hR : IsRotation R)
    (he : e.IsSymm) :
    latticeEnergy k1 k2 k3 (R * e * Rᵀ) - latticeEnergy k1 k2 k3 e =
      (k1 - k2 - 8 / 3 * k3) / 2 * (normalSq (R * e * Rᵀ) - normalSq e) := by
  have hs : (R * e * Rᵀ).IsSymm := by
    change (R * e * Rᵀ)ᵀ = R * e * Rᵀ
    rw [Matrix.transpose_mul, Matrix.transpose_mul, Matrix.transpose_transpose, he.eq,
      Matrix.mul_assoc]
  -- the square of the rotated strain is the rotated square
  have hsq : (R * e * Rᵀ) * (R * e * Rᵀ) = R * (e * e) * Rᵀ := by
    calc (R * e * Rᵀ) * (R * e * Rᵀ) = R * e * (Rᵀ * R) * e * Rᵀ := by
          simp only [Matrix.mul_assoc]
      _ = R * (e * e) * Rᵀ := by
          rw [hR.1, Matrix.mul_one, Matrix.mul_assoc R e e]
  rw [latticeEnergy_split k1 k2 k3 _ hs, latticeEnergy_split k1 k2 k3 e he, hsq,
    trace_rotate R e hR, trace_rotate R (e * e) hR]
  ring

/-- A plane strain is symmetric, and its trace, the trace of its square and its summed
squared normal strains are a + b, a² + b² + 2 s² and a² + b². -/
theorem planeStrain_invariants (a b s : ℝ) :
    (planeStrain a b s).IsSymm ∧ (planeStrain a b s).trace = a + b ∧
      (planeStrain a b s * planeStrain a b s).trace = a ^ 2 + b ^ 2 + 2 * s ^ 2 ∧
      normalSq (planeStrain a b s) = a ^ 2 + b ^ 2 := by
  refine ⟨Matrix.IsSymm.ext fun i j => ?_, ?_, ?_, ?_⟩
  · fin_cases i <;> fin_cases j <;> simp [planeStrain]
  · simp [planeStrain, Matrix.trace, Fin.sum_univ_three]
  · simp only [Matrix.trace, Matrix.diag_apply, Matrix.mul_apply, Fin.sum_univ_three]
    simp [planeStrain]
    ring
  · simp [planeStrain, normalSq]

/-- The spring energy is invariant under all rotations of the strain if and only if
k1 = k2 + (8/3) k3. -/
theorem rotation_invariant_iff (k1 k2 k3 : ℝ) :
    (∀ R e : Mat3, IsRotation R → e.IsSymm →
      latticeEnergy k1 k2 k3 (R * e * Rᵀ) = latticeEnergy k1 k2 k3 e) ↔
      k1 = k2 + 8 / 3 * k3 := by
  constructor
  · intro h
    -- turn a uniaxial strain about the z axis by the angle with cosine 3/5
    let R : Mat3 := !![3/5, -4/5, 0; 4/5, 3/5, 0; 0, 0, 1]
    have hR : IsRotation R := by
      constructor
      · ext i j
        fin_cases i <;> fin_cases j <;>
          simp [R, Matrix.mul_apply, Fin.sum_univ_three] <;> norm_num
      · simp [R, Matrix.det_fin_three]
        norm_num
    have hrot : R * planeStrain 1 0 0 * Rᵀ = planeStrain (9/25) (16/25) (12/25) := by
      ext i j
      fin_cases i <;> fin_cases j <;>
        simp [R, planeStrain, Matrix.mul_apply, Fin.sum_univ_three] <;> norm_num
    have hs := (planeStrain_invariants 1 0 0).1
    have h1 := latticeEnergy_rotate k1 k2 k3 R _ hR hs
    rw [h R _ hR hs, hrot, (planeStrain_invariants _ _ _).2.2.2,
      (planeStrain_invariants _ _ _).2.2.2] at h1
    linarith
  · intro hk R e hR he
    have h1 := latticeEnergy_rotate k1 k2 k3 R e hR he
    have h0 : k1 - k2 - 8 / 3 * k3 = 0 := by linarith
    rw [h0] at h1
    linarith

/-- The spring energy equals the isotropic Hooke energy with Lamé constants `lam` and `mu`
if and only if k1 = k2 + (8/3) k3 and both Lamé constants equal k2 + (4/3) k3. -/
theorem lame_constants_iff (k1 k2 k3 lam mu : ℝ) :
    (∀ e : Mat3, e.IsSymm →
      latticeEnergy k1 k2 k3 e = lam / 2 * e.trace ^ 2 + mu * (e * e).trace) ↔
      k1 = k2 + 8 / 3 * k3 ∧ lam = k2 + 4 / 3 * k3 ∧ mu = k2 + 4 / 3 * k3 := by
  constructor
  · intro h
    have key : ∀ a b s : ℝ,
        (k2 + 4 / 3 * k3) / 2 * (a + b) ^ 2
          + (k2 + 4 / 3 * k3) * (a ^ 2 + b ^ 2 + 2 * s ^ 2)
          + (k1 - k2 - 8 / 3 * k3) / 2 * (a ^ 2 + b ^ 2)
          = lam / 2 * (a + b) ^ 2 + mu * (a ^ 2 + b ^ 2 + 2 * s ^ 2) := by
      intro a b s
      obtain ⟨hs, ht, hq, hn⟩ := planeStrain_invariants a b s
      have h1 := h _ hs
      rw [latticeEnergy_split k1 k2 k3 _ hs, ht, hq, hn] at h1
      exact h1
    -- uniaxial, biaxial and pure shear strain fix the three unknowns
    have h1 := key 1 0 0
    have h2 := key 1 1 0
    have h3 := key 0 0 1
    refine ⟨?_, ?_, ?_⟩ <;> linarith
  · rintro ⟨hk, hl, hm⟩ e he
    rw [latticeEnergy_split k1 k2 k3 e he, hk, hl, hm]
    ring

end

end CubicSpringIsotropy
```

```lean
#print axioms CubicSpringIsotropy.latticeEnergy_cubic
#print axioms CubicSpringIsotropy.rotation_invariant_iff
#print axioms CubicSpringIsotropy.lame_constants_iff
```

```
'CubicSpringIsotropy.latticeEnergy_cubic' depends on axioms: [propext, Classical.choice, Quot.sound]
'CubicSpringIsotropy.rotation_invariant_iff' depends on axioms: [propext, Classical.choice, Quot.sound]
'CubicSpringIsotropy.lame_constants_iff' depends on axioms: [propext, Classical.choice, Quot.sound]
```

## Springs, strains and rotations as Lean objects

`Mat3` is the type of real $3\times3$ matrices and serves for both strains and rotations. Symmetry of a strain is the separate hypothesis `e.IsSymm`. The function `bondEnergy` is the harmonic energy above, and the three lists fix one representative vector per line; reversing a vector would not alter its energy. `latticeEnergy` is $W$, and `normalSq` is $N$.

`IsRotation R` says that $R^{T}R=1$ and $\det R=1$. In `rotation_invariant_iff`, the quantifiers over `R` and `e` stand inside the left side of the equivalence: the energy must be invariant for all rotations and all symmetric strains together. The lattice stays fixed while the strain is turned, which is what comparing differently oriented samples requires.

In `lame_constants_iff`, `lam` and `mu` are arbitrary real numbers, and the equivalence determines them. They are coefficients of the energy per unit cube, with tensor shear components such as $e_{01}$ and not the engineering shear $2e_{01}$.

The spring constants may be any reals, including negative ones, so the theorems say nothing about mechanical stability. The harmonic energy and the homogeneous strain are the model's starting point; they are not derived from interatomic forces. Finite strain, surfaces, disorder, thermal motion and the dispersion of short waves are not covered. A tuned lattice can still show its axes in a crack path or in short-wavelength sound.

## How the Lean proofs follow the algebra

`latticeEnergy_cubic` expands all thirteen bonds with `simp`, uses symmetry to replace the lower off-diagonal entries by the upper ones, and leaves the polynomial identity to `ring`. `latticeEnergy_split` regroups the result into the two trace terms and $\tfrac A2N$.

`trace_rotate` is the cyclic-trace argument. `latticeEnergy_rotate` first shows that the rotated strain is symmetric and that its square is the rotated square. It then applies the split to both strains, and the trace terms cancel.

`planeStrain_invariants` computes $\operatorname{tr}e$, $\operatorname{tr}(e^2)$ and $N$ for a strain in the $xy$ plane. The forward half of `rotation_invariant_iff` uses it with the explicit matrix `R`: `hR` verifies that this is a rotation, `hrot` computes the rotated uniaxial strain, and `linarith` extracts the spring condition. The other half sets the coefficient $A$ to zero in `latticeEnergy_rotate`.

In `lame_constants_iff`, the intermediate statement `key` compares the two energies on every plane strain. Its instances `key 1 0 0`, `key 1 1 0` and `key 0 0 1` are the uniaxial, biaxial and shear equations, which `linarith` solves. The reverse direction substitutes the constants into the split.

## A displacement gradient is not a strain

The symmetry hypothesis matters in code that passes a displacement gradient where a strain is expected. Take the tuned springs $k_1=k_2=1$, $k_3=0$, for which $\lambda=\mu=1$, and the antisymmetric matrix

$$w=\begin{pmatrix}0&-1&0\\1&0&0\\0&0&0\end{pmatrix},$$

which describes an infinitesimal rotation. Every bond has $r^{T}w\,r=0$, so the spring energy is zero. But $\operatorname{tr}w=0$ and $\operatorname{tr}(w^2)=-2$, so the Hooke expression returns $-2$. Without symmetry the two energies disagree even for tuned springs. Replacing the gradient $g$ by its symmetric part $(g+g^{T})/2$ before evaluating the Hooke form restores the agreement.
